# The complex-step derivative of a real polynomial as a finite sum

Let p be a real polynomial of degree below 2N, x a real number and h a nonzero real step. Then

Im p(x + ih) / h = Σ_{k<N} (−1)^k h^(2k) p^(2k+1)(x) / (2k+1)!

Here k runs from 0 to N−1, and p^(j)(x) denotes the j-th derivative at x. The equality is exact, with no remainder. For degree at most two only the k = 0 term survives, and the quotient is p′(x). No two function values are subtracted, whereas the difference quotient (p(x+h) − p(x))/h loses digits to cancellation when h is small.

## A polynomial evaluated off the real axis

```lean
import Mathlib

open Polynomial

namespace ComplexStepExpansion

noncomputable section
```

The first line loads Mathlib. Opening `Polynomial` makes the notation `ℝ[X]` available for polynomials with real coefficients.

```lean
/-- The value of a real polynomial at the complex point `x + i h`. -/
def shiftedValue (p : ℝ[X]) (x h : ℝ) : ℂ :=
  aeval ((x : ℂ) + (h : ℂ) * Complex.I) p
```

This is the complex number p(x + ih). The annotation `(x : ℂ)` regards the real number x as a complex one, and `aeval` evaluates the real polynomial there.

```lean
/-- The complex-step derivative `Im p(x + i h) / h`, meant for nonzero steps `h`. -/
def complexStep (p : ℝ[X]) (x h : ℝ) : ℝ :=
  (shiftedValue p x h).im / h
```

This is D(h) = Im p(x + ih)/h, the approximation to p′(x). Lean assigns the value 0 to division by zero, so the theorems about `complexStep` assume h ≠ 0.

```lean
/-- The Taylor coefficient of order `j` at `x`: the `j`-th derivative divided by `j!`. -/
def taylorCoeff (p : ℝ[X]) (x : ℝ) (j : ℕ) : ℝ :=
  (derivative^[j] p).eval x / (j.factorial : ℝ)
```

This is c_j = p^(j)(x)/j!. The expression `derivative^[j] p` means that differentiation is applied j times.

## The exact Taylor expansion

```lean
/-- The Taylor coefficient of order `j` is the value at `x` of the `j`-th Hasse derivative. -/
theorem taylorCoeff_eq_hasseDeriv (p : ℝ[X]) (x : ℝ) (j : ℕ) :
    taylorCoeff p x j = (hasseDeriv j p).eval x := by
  have hj : (j.factorial : ℝ) ≠ 0 := by exact_mod_cast Nat.factorial_ne_zero j
  rw [taylorCoeff, div_eq_iff hj, ← factorial_smul_hasseDeriv]
  simp [mul_comm]
```

The j-th Hasse derivative sends x^n to C(n,j) x^(n−j), where C(n,j) is the binomial coefficient. Ordinary differentiation gives n(n−1)…(n−j+1) x^(n−j), which is j! times as much. The proof multiplies through by the nonzero number j! and uses this relation.

```lean
/-- A polynomial of degree below `n` at `x + i h` is a finite Taylor sum in powers of `i h`. -/
theorem shiftedValue_eq_sum (p : ℝ[X]) (x h : ℝ) {n : ℕ} (hn : p.natDegree < n) :
    shiftedValue p x h =
      ∑ j ∈ Finset.range n, (taylorCoeff p x j : ℂ) * ((h : ℂ) * Complex.I) ^ j := by
  -- move the expansion point to the origin
  have e : shiftedValue p x h = aeval ((h : ℂ) * Complex.I) (taylor x p) := by
    rw [shiftedValue, taylor_apply, aeval_comp]
    simp [add_comm]
  have hn' : (taylor x p).natDegree < n := by rwa [natDegree_taylor]
  rw [e, aeval_eq_sum_range' hn']
  refine Finset.sum_congr rfl fun j _ => ?_
  rw [taylor_coeff, ← taylorCoeff_eq_hasseDeriv, Complex.real_smul]
```

For any n above the degree of p, the theorem says

p(x + ih) = Σ_{j<n} c_j (ih)^j.

By hand, write p(x) = Σ_m a_m x^m and set z = ih. The binomial theorem gives

(x + z)^m = Σ_j C(m,j) x^(m−j) z^j.

Collecting powers of z, the coefficient of z^j is Σ_m a_m C(m,j) x^(m−j), which is the j-th Hasse derivative at x and hence c_j. It vanishes for j above the degree, so the sum stops. In Lean, `taylor x p` is the shifted polynomial z ↦ p(x + z), and the proof reads off its coefficients.

## Even powers are real, odd powers imaginary

```lean
/-- In a sum over powers of `i h` with real coefficients, the even powers form the real part
and the odd powers the imaginary part. -/
theorem sum_even_odd (c : ℕ → ℝ) (h : ℝ) (N : ℕ) :
    ∑ j ∈ Finset.range (2 * N), (c j : ℂ) * ((h : ℂ) * Complex.I) ^ j =
      ((∑ k ∈ Finset.range N, (-1) ^ k * h ^ (2 * k) * c (2 * k) : ℝ) : ℂ) +
      ((h * ∑ k ∈ Finset.range N, (-1) ^ k * h ^ (2 * k) * c (2 * k + 1) : ℝ) : ℂ)
        * Complex.I := by
  induction N with
  | zero => simp
  | succ N ih =>
    have e : ((h : ℂ) * Complex.I) ^ (2 * N) = (-1) ^ N * (h : ℂ) ^ (2 * N) := by
      rw [mul_pow, pow_mul Complex.I, Complex.I_sq, mul_comm]
    have e1 : ((h : ℂ) * Complex.I) ^ (2 * N + 1) =
        (-1) ^ N * (h : ℂ) ^ (2 * N) * ((h : ℂ) * Complex.I) := by
      rw [pow_succ, e]
    rw [show 2 * (N + 1) = 2 * N + 1 + 1 by ring]
    simp only [Finset.sum_range_succ]
    rw [ih, e1, e]
    push_cast
    ring
```

For any real coefficients c_j, the sum of c_j (ih)^j over j < 2N equals

Σ_{k<N} (−1)^k h^(2k) c_(2k) + i h Σ_{k<N} (−1)^k h^(2k) c_(2k+1).

The proof is by induction on N. For N = 0 all sums are empty. Going from N to N+1 adds two terms on the left, whose powers are

(ih)^(2N) = (−1)^N h^(2N)
(ih)^(2N+1) = (−1)^N h^(2N) · ih.

These are the steps `e` and `e1`. The first term joins the real sum, the second the imaginary one, and `ring` checks the bookkeeping.

```lean
/-- The real part of `p(x + i h)` is the alternating sum of the even Taylor terms. -/
theorem shiftedValue_re (p : ℝ[X]) (x h : ℝ) {N : ℕ} (hN : p.natDegree < 2 * N) :
    (shiftedValue p x h).re =
      ∑ k ∈ Finset.range N, (-1) ^ k * h ^ (2 * k) * taylorCoeff p x (2 * k) := by
  rw [shiftedValue_eq_sum p x h hN, sum_even_odd, Complex.add_re, Complex.ofReal_re,
    Complex.re_ofReal_mul, Complex.I_re, mul_zero, add_zero]
```

Taking the real part leaves the even terms:

Re p(x + ih) = p(x) − h² p″(x)/2 + …

The same complex evaluation therefore also returns the function value, with an error that begins at order h².

```lean
/-- The imaginary part of `p(x + i h)` is `h` times the alternating sum of the odd
Taylor coefficients weighted by even powers of `h`. -/
theorem shiftedValue_im (p : ℝ[X]) (x h : ℝ) {N : ℕ} (hN : p.natDegree < 2 * N) :
    (shiftedValue p x h).im =
      h * ∑ k ∈ Finset.range N, (-1) ^ k * h ^ (2 * k) * taylorCoeff p x (2 * k + 1) := by
  rw [shiftedValue_eq_sum p x h hN, sum_even_odd, Complex.add_im, Complex.ofReal_im,
    Complex.im_ofReal_mul, Complex.I_im, mul_one, zero_add]
```

Taking the imaginary part leaves h times the odd series. This statement contains no division and holds for h = 0 as well.

## The formula for the derivative

```lean
/-- For a nonzero step, the complex-step derivative of a polynomial of degree below `2 N` equals
the sum over `k < N` of `(-1)^k h^(2k) p^(2k+1)(x) / (2k+1)!`. -/
theorem complexStep_eq_sum (p : ℝ[X]) (x : ℝ) {h : ℝ} (hh : h ≠ 0) {N : ℕ}
    (hN : p.natDegree < 2 * N) :
    complexStep p x h = ∑ k ∈ Finset.range N, (-1) ^ k * h ^ (2 * k) *
      ((derivative^[2 * k + 1] p).eval x / ((2 * k + 1).factorial : ℝ)) := by
  rw [complexStep, shiftedValue_im p x h hN, mul_div_cancel_left₀ _ hh]
  rfl
```

Dividing the previous identity by h ≠ 0 gives the formula stated at the start. The final `rfl` only unfolds c_(2k+1) into a derivative over a factorial.

The smallest admissible value is N = 1, for p(x) = a + bx: then p(x + ih) = a + bx + ibh, and the quotient is b. With N = 2 the result is p′(x) − h² p‴(x)/6. For p(x) = x³ this is 3x² − h², in agreement with direct expansion of (x + ih)³.

In Python the step reads `p(complex(x, h)).imag / h`, provided that the routine `p` accepts complex arguments. For a potential energy that is a polynomial in one real coordinate, such as an anharmonic expansion along a vibrational mode, minus this quotient approximates the force, and the theorem gives its full step-size error in exact arithmetic. Rounding and non-polynomial functions are not treated.

## Removing the h² error

```lean
/-- Richardson extrapolation from the nonzero steps `h` and `2 h`, where `D(s)` stands for
`complexStep p x s`: up to degree six the combination `(4 D(h) - D(2h)) / 3` equals `p'(x) - h^4
p^(5)(x) / 30`. -/
theorem richardson_complexStep (p : ℝ[X]) (x : ℝ) {h : ℝ} (hh : h ≠ 0)
    (hp : p.natDegree ≤ 6) :
    (4 * complexStep p x h - complexStep p x (2 * h)) / 3 =
      (derivative p).eval x - h ^ 4 * (derivative^[5] p).eval x / 30 := by
  have h1 : taylorCoeff p x 1 = (derivative p).eval x := by simp [taylorCoeff]
  have h5 : taylorCoeff p x 5 = (derivative^[5] p).eval x / 120 := by
    rw [taylorCoeff, show Nat.factorial 5 = 120 from rfl]
    norm_num
  have h7 : taylorCoeff p x 7 = 0 := by
    rw [taylorCoeff, iterate_derivative_eq_zero (by omega), eval_zero, zero_div]
  -- the three surviving terms for an arbitrary nonzero step
  have D : ∀ s : ℝ, s ≠ 0 → complexStep p x s =
      taylorCoeff p x 1 - s ^ 2 * taylorCoeff p x 3 + s ^ 4 * taylorCoeff p x 5 := by
    intro s hs
    rw [complexStep, shiftedValue_im p x s (N := 4) (by omega), mul_div_cancel_left₀ _ hs]
    simp only [Finset.sum_range_succ, Finset.sum_range_zero, Nat.reduceMul, Nat.reduceAdd, h7]
    ring
  rw [D h hh, D (2 * h) (mul_ne_zero two_ne_zero hh), h1, h5]
  ring
```

Up to degree six, c_7 = 0, and every nonzero step s gives

D(s) = c_1 − s² c_3 + s⁴ c_5.

This is the intermediate statement `D` in the proof. Combining the steps h and 2h,

4D(h) − D(2h) = 3c_1 − (4 − 4) h² c_3 + (4 − 16) h⁴ c_5 = 3c_1 − 12 h⁴ c_5.

Dividing by 3 and inserting c_5 = p^(5)(x)/120 leaves p′(x) − h⁴ p^(5)(x)/30. Up to degree four the combination is therefore exact.

## Exactness everywhere forces degree at most two

```lean
/-- If for one nonzero step `h` the relation `Im p(x + i h) = h p'(x)` holds at every real `x`,
then `p` has degree at most two. -/
theorem natDegree_le_two_of_exact (p : ℝ[X]) {h : ℝ} (hh : h ≠ 0)
    (hex : ∀ x : ℝ, (shiftedValue p x h).im = h * (derivative p).eval x) :
    p.natDegree ≤ 2 := by
  by_contra hd
  obtain ⟨m, hm⟩ : ∃ m, p.natDegree = m + 3 := ⟨p.natDegree - 3, by omega⟩
  -- the error, as a polynomial in the position x
  obtain ⟨E, hEdef⟩ : ∃ E : ℝ[X], E = ∑ k ∈ Finset.range (m + 2),
      C ((-1) ^ (k + 1) * h ^ (2 * (k + 1))) * hasseDeriv (2 * (k + 1) + 1) p := ⟨_, rfl⟩
  have hE : E = 0 := by
    refine Polynomial.funext fun x => ?_
    have e := hex x
    rw [shiftedValue_im p x h (N := m + 2 + 1) (by omega)] at e
    have e' := mul_left_cancel₀ hh e
    have h0 : taylorCoeff p x (2 * 0 + 1) = (derivative p).eval x := by simp [taylorCoeff]
    rw [Finset.sum_range_succ', h0] at e'
    simp only [taylorCoeff_eq_hasseDeriv, mul_zero, pow_zero, one_mul] at e'
    rw [hEdef, eval_finsetSum, eval_zero]
    simp only [eval_mul, eval_C]
    linarith
  -- its coefficient of order deg p - 3 comes from the third derivative alone
  have hs : E.coeff m = -h ^ 2 * (((m + 3).choose 3 : ℝ) * p.coeff (m + 3)) := by
    rw [hEdef, finsetSum_coeff, Finset.sum_eq_single 0]
    · rw [coeff_C_mul, hasseDeriv_coeff]
      simp only [Nat.reduceMul, Nat.reduceAdd]
      ring
    · intro k _ hk
      have hz : p.coeff (m + (2 * (k + 1) + 1)) = 0 :=
        coeff_eq_zero_of_natDegree_lt (by omega)
      rw [coeff_C_mul, hasseDeriv_coeff, hz, mul_zero, mul_zero]
    · intro h0
      simp at h0
  have hp0 : p ≠ 0 := by
    intro h0
    rw [h0] at hm
    simp at hm
  have lc : p.coeff (m + 3) ≠ 0 := by
    rw [← hm]
    exact leadingCoeff_ne_zero.mpr hp0
  have hc : ((m + 3).choose 3 : ℝ) ≠ 0 := by
    exact_mod_cast (Nat.choose_pos (show 3 ≤ m + 3 by omega)).ne'
  rw [hE, coeff_zero] at hs
  exact mul_ne_zero (neg_ne_zero.mpr (pow_ne_zero 2 hh)) (mul_ne_zero hc lc) hs.symm

end

end ComplexStepExpansion
```

Suppose that one fixed h ≠ 0 satisfies Im p(x + ih) = h p′(x) at every real x. Then p has degree at most two. For h = 0 the relation would read 0 = 0 for every polynomial, so the condition on h does real work. So does the demand for every x: p(x) = x⁴ satisfies the relation at x = 0 for any h.

For the argument by hand, assume that the degree is m + 3 with m ≥ 0. Cancelling h and subtracting p′(x) from the odd series leaves the error as a polynomial in x:

E(x) = Σ_{k<m+2} (−1)^(k+1) h^(2(k+1)) p^(2(k+1)+1)(x) / (2(k+1)+1)!

By hypothesis E vanishes at every real x, so it is the zero polynomial (`hE`). Now look at its coefficient of x^m. The k = 0 term contains the third derivative and contributes

−h² C(m+3, 3) a_(m+3),

where a_(m+3) is the leading coefficient of p. Terms with k ≥ 1 involve higher derivatives, whose degree is below m, and contribute nothing (`hs`). All three factors are nonzero, which contradicts E = 0.

```lean
#print axioms ComplexStepExpansion.shiftedValue_re
#print axioms ComplexStepExpansion.complexStep_eq_sum
#print axioms ComplexStepExpansion.richardson_complexStep
#print axioms ComplexStepExpansion.natDegree_le_two_of_exact
```

```
'ComplexStepExpansion.shiftedValue_re' depends on axioms: [propext, Classical.choice, Quot.sound]
'ComplexStepExpansion.complexStep_eq_sum' depends on axioms: [propext, Classical.choice, Quot.sound]
'ComplexStepExpansion.richardson_complexStep' depends on axioms: [propext, Classical.choice, Quot.sound]
'ComplexStepExpansion.natDegree_le_two_of_exact' depends on axioms: [propext, Classical.choice, Quot.sound]
```
